# Fermion doubling on an even periodic ring: the central difference annihilates exactly the span of the constant and $(-1)^j$

**Q:** Which objects and conventions are we talking about?

**A:** A field assigns a complex number $u_j$ to each site of a periodic ring with $n$ sites and real spacing $h$. In Lean it is a function `ZMod n → ℂ`, so site arithmetic is modulo $n$ and the boundary condition is built in. The central difference $D$ and the three-point Laplacian $L$ are complex-linear maps:

$$(Du)_j=\frac{u_{j+1}-u_{j-1}}{2h},\qquad (Lu)_j=\frac{u_{j+1}-2u_j+u_{j-1}}{h^2}.$$

```lean
import Mathlib

open Finset

namespace FermionDoubling

noncomputable section

/-- The central difference `(u_{j+1} - u_{j-1}) / (2h)` on a periodic ring of `n` sites. -/
def centralDiff (n : ℕ) (h : ℝ) : (ZMod n → ℂ) →ₗ[ℂ] (ZMod n → ℂ) where
  toFun u := fun j => (u (j + 1) - u (j - 1)) / (2 * (h : ℂ))
  map_add' u v := by
    funext j
    simp only [Pi.add_apply]
    ring
  map_smul' c u := by
    funext j
    simp only [Pi.smul_apply, smul_eq_mul, RingHom.id_apply]
    ring

/-- The three-point Laplacian `(u_{j+1} - 2 u_j + u_{j-1}) / h²` on the same ring. -/
def laplacian (n : ℕ) (h : ℝ) : (ZMod n → ℂ) →ₗ[ℂ] (ZMod n → ℂ) where
  toFun u := fun j => (u (j + 1) - 2 * u j + u (j - 1)) / (h : ℂ) ^ 2
  map_add' u v := by
    funext j
    simp only [Pi.add_apply]
    ring
  map_smul' c u := by
    funext j
    simp only [Pi.smul_apply, smul_eq_mul, RingHom.id_apply]
    ring
```

**Q:** On a ring, many integers represent the same site. Which one goes into $(-1)^j$?

**A:** The definition takes $j$ from $0,\dots,n-1$. I write $s_j=(-1)^j$ for this staggered mode; it is `staggered n` in the file.

```lean
/-- The staggered mode `(-1)^j`, with `j` represented by `0, ..., n-1`. -/
def staggered (n : ℕ) : ZMod n → ℂ := fun j => (-1) ^ j.val
```

The last definition is the Wilson operator $W=D-\tfrac{rh}{2}L$ with a real parameter $r$. The parameter sets the strength of a second-derivative term, which is of order $h$ on smooth fields but large on grid-scale oscillations.

```lean
/-- The Wilson operator: the central difference minus `r h / 2` times the Laplacian. -/
def wilson (n : ℕ) (r h : ℝ) : (ZMod n → ℂ) →ₗ[ℂ] (ZMod n → ℂ) :=
  centralDiff n h - ((r * h / 2 : ℝ) : ℂ) • laplacian n h
```

The next two lemmas restate the formulas for $D$ and $L$ site by site.

```lean
variable {n : ℕ}

lemma centralDiff_apply (h : ℝ) (u : ZMod n → ℂ) (j : ZMod n) :
    centralDiff n h u j = (u (j + 1) - u (j - 1)) / (2 * (h : ℂ)) := rfl

lemma laplacian_apply (h : ℝ) (u : ZMod n → ℂ) (j : ZMod n) :
    laplacian n h u j = (u (j + 1) - 2 * u j + u (j - 1)) / (h : ℂ) ^ 2 := rfl
```

**Q:** Does the staggered mode really alternate across the seam?

**A:** For even $n$, yes. Inside the range $s_{j+1}=-s_j$ is clear, and at the seam $s_{n-1}=(-1)^{n-1}=-1$ while $s_0=1$. In Lean, `staggered_natCast` shows that any natural number $m$ may represent the site: removing a multiple of $n$ from the exponent changes nothing, because $(-1)^n=1$. The sign change in both directions follows.

```lean
lemma staggered_natCast (hn : Even n) (m : ℕ) :
    staggered n (m : ZMod n) = (-1) ^ m := by
  unfold staggered
  rw [ZMod.val_natCast]
  conv_rhs => rw [← Nat.div_add_mod m n, pow_add, pow_mul, hn.neg_one_pow, one_pow, one_mul]

lemma exists_site [NeZero n] (j : ZMod n) : ∃ m : ℕ, (m : ZMod n) = j :=
  ⟨j.val, ZMod.natCast_zmod_val j⟩

/-- On an even ring the staggered mode changes sign from each site to the next. -/
theorem staggered_succ [NeZero n] (hn : Even n) (j : ZMod n) :
    staggered n (j + 1) = -staggered n j := by
  obtain ⟨m, rfl⟩ := exists_site j
  have e : (m : ZMod n) + 1 = ((m + 1 : ℕ) : ZMod n) := (Nat.cast_succ m).symm
  rw [e, staggered_natCast hn, staggered_natCast hn, pow_succ]
  ring

lemma staggered_pred [NeZero n] (hn : Even n) (j : ZMod n) :
    staggered n (j - 1) = -staggered n j := by
  have e := staggered_succ hn (j - 1)
  rw [sub_add_cancel] at e
  rw [e, neg_neg]
```

**Q:** How do you find the whole kernel without Fourier modes?

**A:** Since $h\neq0$, $Du=0$ means $u_{j+1}=u_{j-1}$ for every $j$.

```lean
lemma mem_ker_centralDiff {h : ℝ} (hh : h ≠ 0) (u : ZMod n → ℂ) :
    u ∈ LinearMap.ker (centralDiff n h) ↔ ∀ j, u (j + 1) = u (j - 1) := by
  have h2 : 2 * (h : ℂ) ≠ 0 := mul_ne_zero two_ne_zero (by exact_mod_cast hh)
  rw [LinearMap.mem_ker]
  constructor
  · intro H j
    have e := congrFun H j
    rw [centralDiff_apply, Pi.zero_apply] at e
    exact sub_eq_zero.mp ((div_eq_zero_iff.mp e).resolve_right h2)
  · intro H
    funext j
    rw [centralDiff_apply, H j, sub_self, zero_div, Pi.zero_apply]
```

Set $a=(u_0+u_1)/2$ and $b=(u_0-u_1)/2$, so that $u_0=a+b$ and $u_1=a-b$. Suppose that

$$u_m=a+b(-1)^m,\qquad u_{m+1}=a-b(-1)^m.$$

The second equation is already $u_{m+1}=a+b(-1)^{m+1}$, and the kernel condition gives $u_{m+2}=u_m=a-b(-1)^{m+1}$. The pair therefore advances by one site, and the formula holds for all $m$. The statement `key` carries exactly this pair through the induction. The parity of $n$ has not been used.

```lean
/-- A field whose two neighbours of every site agree is a constant plus a multiple of `(-1)^m`,
with both amplitudes fixed by the values at sites 0 and 1. -/
theorem two_sublattices {u : ZMod n → ℂ} (H : ∀ j, u (j + 1) = u (j - 1)) (m : ℕ) :
    u (m : ZMod n) = (u 0 + u 1) / 2 + (u 0 - u 1) / 2 * (-1) ^ m := by
  -- carry two neighbouring sites through the induction
  have key : u (m : ZMod n) = (u 0 + u 1) / 2 + (u 0 - u 1) / 2 * (-1) ^ m ∧
      u ((m : ZMod n) + 1) = (u 0 + u 1) / 2 - (u 0 - u 1) / 2 * (-1) ^ m := by
    induction m with
    | zero =>
      constructor
      · rw [Nat.cast_zero, pow_zero]
        ring
      · rw [Nat.cast_zero, zero_add, pow_zero]
        ring
    | succ k ih =>
      constructor
      · rw [Nat.cast_succ, ih.2, pow_succ]
        ring
      · rw [Nat.cast_succ, H ((k : ZMod n) + 1), add_sub_cancel_right, ih.1, pow_succ]
        ring
  exact key.1
```

**Q:** Then what does the main theorem say?

**A:** It takes a positive even $n$ (`NeZero n` excludes zero) and $h\neq0$, and has three parts.

1. The kernel of $D$ equals the span of the constant field, written `1`, and $s$. One inclusion is the formula above. For the other, both neighbours of site $j$ carry the value $a-bs_j$, so their difference vanishes.
2. The two modes are linearly independent. If $\alpha+\beta s_j=0$ at every site, sites 0 and 1 give $\alpha+\beta=0$ and $\alpha-\beta=0$, hence $\alpha=\beta=0$.
3. Minus the Laplacian gives $s$ the eigenvalue $4/h^2$:

$$-(Ls)_j=-\frac{-s_j-2s_j-s_j}{h^2}=\frac{4}{h^2}\,s_j.$$

The kernel is thus two-dimensional. This includes $n=2$, where both neighbours are the same site and $D$ is the zero map.

```lean
/-- Fermion doubling: on an even ring the kernel of the central difference is spanned by the
constant and the staggered mode, which are linearly independent, and minus the three-point
Laplacian gives the staggered mode the eigenvalue `4 / h²`. -/
theorem fermion_doubling [NeZero n] (hn : Even n) {h : ℝ} (hh : h ≠ 0) :
    LinearMap.ker (centralDiff n h) = Submodule.span ℂ {1, staggered n} ∧
    LinearIndependent ℂ ![(1 : ZMod n → ℂ), staggered n] ∧
    -(laplacian n h (staggered n)) = (4 / (h : ℂ) ^ 2) • staggered n := by
  refine ⟨?_, ?_, ?_⟩
  · ext u
    rw [mem_ker_centralDiff hh, Submodule.mem_span_pair]
    constructor
    · intro H
      refine ⟨(u 0 + u 1) / 2, (u 0 - u 1) / 2, funext fun j => ?_⟩
      obtain ⟨m, rfl⟩ := exists_site j
      simp only [Pi.add_apply, Pi.smul_apply, Pi.one_apply, smul_eq_mul, mul_one,
        staggered_natCast hn]
      exact (two_sublattices H m).symm
    · rintro ⟨a, b, rfl⟩ j
      simp only [Pi.add_apply, Pi.smul_apply, Pi.one_apply, staggered_succ hn,
        staggered_pred hn]
  · -- compare the two modes at sites 0 and 1
    rw [LinearIndependent.pair_iff]
    intro s t e
    have z : staggered n 0 = 1 := by simp [staggered]
    have e0 := congrFun e 0
    have e1 := congrFun e (0 + 1)
    simp only [Pi.add_apply, Pi.smul_apply, Pi.one_apply, Pi.zero_apply, smul_eq_mul,
      staggered_succ hn, z] at e0 e1
    exact ⟨by linear_combination (e0 + e1) / 2, by linear_combination (e0 - e1) / 2⟩
  · funext j
    simp only [Pi.neg_apply, Pi.smul_apply, smul_eq_mul, laplacian_apply,
      staggered_succ hn, staggered_pred hn]
    ring
```

**Q:** Where are the fermions? I see no spinors.

**A:** There are none. The theorem concerns a scalar difference operator in one dimension, without gamma matrices, gauge fields or interactions, and it is not a general no-go theorem for chiral lattice fermions. What it captures is the source of the extra zero mode: for a free one-component fermion on a ring with an even number of sites and Hamiltonian proportional to $-iD$, the staggered mode has zero energy, just like the constant. Likewise, for a free particle on this grid, a kinetic energy built from $-D^2$ assigns zero to the fastest oscillation, whereas $-L$ assigns it $4/h^2$.

**Q:** Is there a symmetry behind the second mode?

**A:** Yes. Multiplying a field by $s$ flips the relative sign between neighbouring sites, so

$$(D(su))_j=\frac{-s_ju_{j+1}+s_ju_{j-1}}{2h}=-s_j(Du)_j.$$

Multiplication by $s$ therefore maps the kernel to itself and takes the constant to the staggered mode. The same identity gives a neighbouring result: if $Du=\lambda u$, then $D(su)=-\lambda\,su$, so on an even ring the eigenvalues of $D$ come in pairs $\pm\lambda$.

```lean
/-- On an even ring, multiplication by the staggered sign anticommutes with the central
difference. -/
theorem centralDiff_staggered_mul [NeZero n] (hn : Even n) (h : ℝ) (u : ZMod n → ℂ) :
    centralDiff n h (staggered n * u) = -(staggered n * centralDiff n h u) := by
  funext j
  simp only [Pi.neg_apply, Pi.mul_apply, centralDiff_apply, staggered_succ hn,
    staggered_pred hn]
  ring
```

**Q:** And if $n$ is odd?

**A:** Then only constants remain. Putting $m=n$ in the two-sublattice formula gives $u_0=a-b=u_1$, because site $n$ is site 0. Hence $b=0$ and the field is constant. The name `no_doubling_of_odd` refers to exact zero modes only. For odd $n\ge3$ the plane wave $e^{ikj}$ with $k=\pi(n-1)/n$ has a $D$-eigenvalue of modulus $\sin(\pi/n)/|h|$, which stays bounded as the spacing shrinks at fixed ring length $n|h|$. Low-lying modes that oscillate on the grid scale are therefore still present, and an odd number of sites does not cure fermion doubling.

```lean
/-- On a ring with an odd number of sites the kernel of the central difference consists of the
constants alone. -/
theorem no_doubling_of_odd [NeZero n] (hn : Odd n) {h : ℝ} (hh : h ≠ 0) :
    LinearMap.ker (centralDiff n h) = Submodule.span ℂ {1} := by
  ext u
  rw [mem_ker_centralDiff hh, Submodule.mem_span_singleton]
  constructor
  · intro H
    -- going once around the ring exchanges the two sublattices
    have e := two_sublattices H n
    rw [ZMod.natCast_self, hn.neg_one_pow] at e
    have e1 : u 0 = u 1 := by linear_combination e
    refine ⟨u 0, funext fun j => ?_⟩
    obtain ⟨m, rfl⟩ := exists_site j
    simp only [Pi.smul_apply, Pi.one_apply, smul_eq_mul, mul_one]
    rw [two_sublattices H m, ← e1]
    ring
  · rintro ⟨a, rfl⟩ j
    simp only [Pi.smul_apply, Pi.one_apply]
```

**Q:** Does the Wilson term remove the extra zero mode on an even ring?

**A:** For every real $r\neq0$ and every positive $n$, the kernel of $W$ consists of the constants alone. Write $d_j=u_{j+1}-u_j$ for the link differences. Collecting terms gives

$$(Wu)_j=\frac{(1-r)\,d_j+(1+r)\,d_{j-1}}{2h}.$$

```lean
lemma wilson_apply (r : ℝ) {h : ℝ} (hh : h ≠ 0) (u : ZMod n → ℂ) (j : ZMod n) :
    wilson n r h u j =
      ((1 - r) * (u (j + 1) - u j) + (1 + r) * (u j - u (j - 1))) / (2 * (h : ℂ)) := by
  have hc : (h : ℂ) ≠ 0 := by exact_mod_cast hh
  simp only [wilson, LinearMap.sub_apply, LinearMap.smul_apply, Pi.sub_apply, Pi.smul_apply,
    smul_eq_mul, centralDiff_apply, laplacian_apply]
  push_cast
  field_simp
  ring
```

If $Wu=0$, then $(1-r)d_j=-(1+r)d_{j-1}$. Taking squared moduli (`link`) gives $(1-r)^2|d_j|^2=(1+r)^2|d_{j-1}|^2$. Now sum over the ring. Shifting the index does not change the sum (`shift`), so $S=\sum_j|d_j|^2$ satisfies

$$(1-r)^2S=(1+r)^2S,\qquad\text{that is,}\qquad 4rS=0.$$

Hence $S=0$. A sum of non-negative terms vanishes only if each term does, so every $d_j$ is zero and $u$ is constant. Nothing was divided by $1-r$, so $r=1$ needs no separate treatment. Conversely, a constant field has $d_j=0$ everywhere.

```lean
/-- For every nonzero Wilson parameter the kernel of the Wilson operator consists of the
constants alone, whatever the number of sites. -/
theorem wilson_ker [NeZero n] {r h : ℝ} (hr : r ≠ 0) (hh : h ≠ 0) :
    LinearMap.ker (wilson n r h) = Submodule.span ℂ {1} := by
  have h2 : 2 * (h : ℂ) ≠ 0 := mul_ne_zero two_ne_zero (by exact_mod_cast hh)
  ext u
  rw [LinearMap.mem_ker, Submodule.mem_span_singleton]
  constructor
  · intro H
    let N : ZMod n → ℝ := fun j => Complex.normSq (u (j + 1) - u j)
    -- neighbouring link differences are proportional
    have link : ∀ j, (1 - r) ^ 2 * N j = (1 + r) ^ 2 * N (j - 1) := by
      intro j
      have e := congrFun H j
      rw [wilson_apply r hh, Pi.zero_apply] at e
      have e' := (div_eq_zero_iff.mp e).resolve_right h2
      have e2 : ((1 - r : ℝ) : ℂ) * (u (j + 1) - u j)
          = ((-(1 + r) : ℝ) : ℂ) * (u j - u (j - 1)) := by
        push_cast
        linear_combination e'
      have e3 := congrArg Complex.normSq e2
      rw [Complex.normSq_mul, Complex.normSq_mul, Complex.normSq_ofReal,
        Complex.normSq_ofReal] at e3
      simp only [N, sub_add_cancel]
      linear_combination e3
    -- sum the squared moduli around the ring
    have shift : ∑ j, N (j - 1) = ∑ j, N j := Equiv.sum_comp (Equiv.subRight (1 : ZMod n)) N
    have total : (1 - r) ^ 2 * ∑ j, N j = (1 + r) ^ 2 * ∑ j, N j := by
      calc (1 - r) ^ 2 * ∑ j, N j = ∑ j, (1 - r) ^ 2 * N j := Finset.mul_sum _ _ _
        _ = ∑ j, (1 + r) ^ 2 * N (j - 1) := Finset.sum_congr rfl (fun j _ => link j)
        _ = (1 + r) ^ 2 * ∑ j, N (j - 1) := (Finset.mul_sum _ _ _).symm
        _ = (1 + r) ^ 2 * ∑ j, N j := by rw [shift]
    have S0 : ∑ j, N j = 0 := by
      have e : r * ∑ j, N j = 0 := by linear_combination (-1 / 4) * total
      exact (mul_eq_zero.mp e).resolve_left hr
    have step : ∀ j, u (j + 1) = u j := by
      intro j
      have e := (Finset.sum_eq_zero_iff_of_nonneg
        (fun i _ => Complex.normSq_nonneg (u (i + 1) - u i))).mp S0 j (Finset.mem_univ j)
      exact sub_eq_zero.mp (Complex.normSq_eq_zero.mp e)
    have const : ∀ m : ℕ, u (m : ZMod n) = u 0 := by
      intro m
      induction m with
      | zero => rw [Nat.cast_zero]
      | succ k ih => rw [Nat.cast_succ, step, ih]
    refine ⟨u 0, funext fun j => ?_⟩
    obtain ⟨m, rfl⟩ := exists_site j
    simp only [Pi.smul_apply, Pi.one_apply, smul_eq_mul, mul_one]
    exact (const m).symm
  · rintro ⟨a, rfl⟩
    funext j
    rw [wilson_apply r hh]
    simp only [Pi.smul_apply, Pi.one_apply, Pi.zero_apply, sub_self, mul_zero, add_zero,
      zero_div]
```

**Q:** Where does the staggered mode go?

**A:** For even $n$ it has $d_j=-2s_j$ and $d_{j-1}=2s_j$, so

$$(Ws)_j=\frac{-2(1-r)+2(1+r)}{2h}\,s_j=\frac{2r}{h}\,s_j.$$

Lean states this multiplied by $h$, as $h\,Ws=2r\,s$. At fixed $r\neq0$ the magnitude of the eigenvalue grows without bound as the spacing shrinks. In this scalar model the derivative carries no gamma matrix, so $2r/h$ is an eigenvalue of $W$ and not the mass of a Dirac particle.

```lean
/-- On an even ring, `h` times the Wilson operator multiplies the staggered mode by `2r`. -/
theorem wilson_staggered [NeZero n] (hn : Even n) (r : ℝ) {h : ℝ} (hh : h ≠ 0) :
    (h : ℂ) • wilson n r h (staggered n) = (2 * (r : ℂ)) • staggered n := by
  have hc : (h : ℂ) ≠ 0 := by exact_mod_cast hh
  funext j
  rw [Pi.smul_apply, Pi.smul_apply, wilson_apply r hh, staggered_succ hn, staggered_pred hn,
    smul_eq_mul, smul_eq_mul, mul_div_assoc', div_eq_iff (mul_ne_zero two_ne_zero hc)]
  ring

end

end FermionDoubling
```

```lean
#print axioms FermionDoubling.fermion_doubling
-- 'FermionDoubling.fermion_doubling' depends on axioms: [propext, Classical.choice, Quot.sound]
#print axioms FermionDoubling.no_doubling_of_odd
-- 'FermionDoubling.no_doubling_of_odd' depends on axioms: [propext, Classical.choice, Quot.sound]
#print axioms FermionDoubling.wilson_ker
-- 'FermionDoubling.wilson_ker' depends on axioms: [propext, Classical.choice, Quot.sound]
#print axioms FermionDoubling.wilson_staggered
-- 'FermionDoubling.wilson_staggered' depends on axioms: [propext, Classical.choice, Quot.sound]
```
